# With an attractive Coulomb charge, the threshold factor of every partial wave has a nonzero limit

For an outgoing electron of wave number $k$ and angular momentum $l$, the short-range Wigner factor $k^{2l+1}$ vanishes at threshold. Multiplied by the Coulomb enhancement for unit attractive charge, it tends to $2\pi/(l!)^2$ instead, in atomic units. I know this as the reason given for photoionization of a neutral atom starting at a nonzero cross section. Can the limit be derived with full rigour for every $l$, and checked by machine?

## The enhancement cancels every power of $k$

Yes. In atomic units, let $Z$ be the charge seen by the electron, positive for attraction, and put $\eta=Z/k$. The enhancement of partial wave $l$ is

$$C_l(\eta)=\frac{2\pi\eta}{1-e^{-2\pi\eta}}\prod_{s=0}^{l-1}\left(1+\frac{\eta^2}{(s+1)^2}\right),$$

with the empty product equal to $1$ for $l=0$. It is the ratio, in the limit $r\to0$, of the electron's density in the Coulomb partial wave to that in the free partial wave of the same $k$ and $l$, when both have the same amplitude at large distance. The Coulomb threshold factor is $F_l(k)=k^{2l+1}C_l(Z/k)$.

Split $k^{2l+1}$ into one $k$ and $l$ factors $k^2$. The single $k$ turns $2\pi Z/k$ into $2\pi Z$, and each $k^2$ turns $1+Z^2/((s+1)^2k^2)$ into $k^2+Z^2/(s+1)^2$. Hence, for $k\neq0$,

$$F_l(k)=\frac{2\pi Z}{1-e^{-2\pi Z/k}}\prod_{s=0}^{l-1}\left(k^2+\frac{Z^2}{(s+1)^2}\right).$$

Let $k\to0^+$ with $Z>0$. The exponential vanishes, so the fraction tends to $2\pi Z$. The product tends to $Z^{2l}/(l!)^2$. Therefore

$$F_l(k)\to\frac{2\pi Z^{2l+1}}{(l!)^2},$$

which is $2\pi/(l!)^2$ for $Z=1$.

Three further limits follow:

- **Attractive threshold.** $C_l(Z/k)=F_l(k)/k^{2l+1}$ is a quantity with a positive limit divided by a positive one that vanishes, so it diverges.
- **Weak coupling.** The function $1-e^{-2\pi\eta}$ is zero at $\eta=0$ and has derivative $2\pi$ there. Its quotient by $\eta$ tends to $2\pi$, so $C_l(\eta)\to1$.
- **Repulsive threshold.** For $Z<0$ put $a=-2\pi Z>0$ and $E=e^{-a/k}$. The fraction in $F_l$ becomes $-a/(1-E^{-1})=aE/(1-E)$. With $x=a/k$, we have $E/k^N=a^{-N}x^Ne^{-x}\to0$, while $1-E\to1$ and the product stays bounded. So $F_l(k)/k^N\to0$ for every natural $N$.

Here is the Lean file:

```lean
import Mathlib

open Filter Topology
open scoped Real

namespace CoulombThreshold

noncomputable section

/-- The s-wave Sommerfeld factor `2πη / (1 - exp(-2πη))`, for `η ≠ 0`;
positive `η` means attraction. -/
def sommerfeld (η : ℝ) : ℝ := 2 * π * η / (1 - Real.exp (-(2 * π * η)))

/-- The Coulomb enhancement of the partial wave `l`, for `η ≠ 0`: the Sommerfeld factor times
the product of `1 + η² / s²` over `s = 1, ..., l`. -/
def enhancement (l : ℕ) (η : ℝ) : ℝ :=
  sommerfeld η * ∏ s ∈ Finset.range l, (1 + η ^ 2 / ((s : ℝ) + 1) ^ 2)

/-- The short-range Wigner threshold factor `k^(2l+1)`. -/
def wigner (l : ℕ) (k : ℝ) : ℝ := k ^ (2 * l + 1)

/-- The Coulomb threshold factor for charge `Z ≠ 0` and wave number `k ≠ 0` in atomic units:
the Wigner factor times the enhancement at `η = Z / k`. -/
def coulomb (l : ℕ) (Z k : ℝ) : ℝ := wigner l k * enhancement l (Z / k)

/-- For `k ≠ 0` the powers of `k` in the Wigner factor cancel the inverse powers in the
Coulomb enhancement. -/
theorem coulomb_eq (l : ℕ) (Z : ℝ) {k : ℝ} (hk : k ≠ 0) :
    coulomb l Z k = 2 * π * Z / (1 - Real.exp (-(2 * π * Z / k))) *
      ∏ s ∈ Finset.range l, (k ^ 2 + Z ^ 2 / ((s : ℝ) + 1) ^ 2) := by
  have h1 : k ^ 2 * (Z / k) ^ 2 = Z ^ 2 := by field_simp
  -- each partial-wave factor absorbs one power of k²
  have hprod : ∏ s ∈ Finset.range l, (k ^ 2 + Z ^ 2 / ((s : ℝ) + 1) ^ 2) =
      k ^ (2 * l) * ∏ s ∈ Finset.range l, (1 + (Z / k) ^ 2 / ((s : ℝ) + 1) ^ 2) := by
    induction l with
    | zero => simp
    | succ n ih =>
      have h : k ^ 2 + Z ^ 2 / ((n : ℝ) + 1) ^ 2 =
          k ^ 2 * (1 + (Z / k) ^ 2 / ((n : ℝ) + 1) ^ 2) := by
        linear_combination (-(1 / ((n : ℝ) + 1) ^ 2)) * h1
      rw [Finset.prod_range_succ, Finset.prod_range_succ, ih, h]
      ring
  have h2 : k ^ (2 * l + 1) * (2 * π * Z / k) = k ^ (2 * l) * (2 * π * Z) := by
    rw [pow_succ]
    field_simp
  have e : 2 * π * (Z / k) = 2 * π * Z / k := by ring
  unfold coulomb wigner enhancement sommerfeld
  rw [hprod, e]
  generalize 1 - Real.exp (-(2 * π * Z / k)) = D
  generalize (∏ s ∈ Finset.range l, (1 + (Z / k) ^ 2 / ((s : ℝ) + 1) ^ 2)) = P
  linear_combination (P / D) * h2

/-- For `a > 0` the ratio `a / k` grows without bound as `k` tends to `0` from above. -/
theorem tendsto_div_threshold {a : ℝ} (ha : 0 < a) :
    Tendsto (fun k : ℝ => a / k) (𝓝[>] 0) atTop :=
  (tendsto_inv_nhdsGT_zero.const_mul_atTop ha).congr fun k => (div_eq_mul_inv a k).symm

/-- The product of `k² + Z² / s²` over `s = 1, ..., l` tends to `Z^(2l) / (l!)²` as `k` tends
to `0` from above. -/
theorem tendsto_prod (l : ℕ) (Z : ℝ) :
    Tendsto (fun k : ℝ => ∏ s ∈ Finset.range l, (k ^ 2 + Z ^ 2 / ((s : ℝ) + 1) ^ 2))
      (𝓝[>] 0) (𝓝 (Z ^ (2 * l) / (l.factorial : ℝ) ^ 2)) := by
  have hc : Continuous
      (fun k : ℝ => ∏ s ∈ Finset.range l, (k ^ 2 + Z ^ 2 / ((s : ℝ) + 1) ^ 2)) :=
    continuous_finsetProd _ fun s _ => by fun_prop
  have h0 : ∏ s ∈ Finset.range l, ((0 : ℝ) ^ 2 + Z ^ 2 / ((s : ℝ) + 1) ^ 2) =
      Z ^ (2 * l) / (l.factorial : ℝ) ^ 2 := by
    clear hc
    induction l with
    | zero => simp
    | succ n ih =>
      rw [Finset.prod_range_succ, ih, Nat.factorial_succ, zero_pow two_ne_zero, zero_add,
        div_mul_div_comm]
      congr 1
      · ring
      · push_cast
        ring
  rw [← h0]
  exact (hc.tendsto 0).mono_left nhdsWithin_le_nhds

/-- For an attractive charge `Z > 0` the Coulomb threshold factor of every partial wave tends
to `2π Z^(2l+1) / (l!)²` as `k` tends to `0` from above. -/
theorem attractive_threshold (l : ℕ) {Z : ℝ} (hZ : 0 < Z) :
    Tendsto (coulomb l Z) (𝓝[>] 0)
      (𝓝 (2 * π * Z ^ (2 * l + 1) / (l.factorial : ℝ) ^ 2)) := by
  have h1 := Real.tendsto_exp_neg_atTop_nhds_zero.comp
    (tendsto_div_threshold (a := 2 * π * Z) (by positivity))
  have h2 := (tendsto_const_nhds (x := 2 * π * Z)).div (h1.const_sub 1) (by norm_num)
  have h3 := h2.mul (tendsto_prod l Z)
  have e : 2 * π * Z / (1 - 0) * (Z ^ (2 * l) / (l.factorial : ℝ) ^ 2) =
      2 * π * Z ^ (2 * l + 1) / (l.factorial : ℝ) ^ 2 := by
    rw [sub_zero, div_one]
    ring
  rw [e] at h3
  refine h3.congr' ?_
  filter_upwards [self_mem_nhdsWithin] with k hk
  exact (coulomb_eq l Z (Set.mem_Ioi.mp hk).ne').symm

/-- The short-range Wigner factor of every partial wave tends to `0` at threshold. -/
theorem wigner_threshold (l : ℕ) : Tendsto (wigner l) (𝓝[>] 0) (𝓝 0) := by
  have hc : Continuous (wigner l) := continuous_pow (2 * l + 1)
  have h0 : wigner l 0 = 0 := zero_pow (Nat.succ_ne_zero _)
  have h := hc.tendsto 0
  rw [h0] at h
  exact h.mono_left nhdsWithin_le_nhds

/-- For unit attractive charge the Coulomb threshold factor tends to `2π / (l!)²` as `k` tends
to `0` from above, whereas the Wigner factor `k^(2l+1)` tends to `0`. -/
theorem unit_charge_contrast (l : ℕ) :
    Tendsto (fun k : ℝ => k ^ (2 * l + 1) * (2 * π / k / (1 - Real.exp (-(2 * π / k)))) *
        ∏ s ∈ Finset.range l, (1 + 1 / (((s : ℝ) + 1) ^ 2 * k ^ 2)))
      (𝓝[>] 0) (𝓝 (2 * π / (l.factorial : ℝ) ^ 2)) ∧
    Tendsto (fun k : ℝ => k ^ (2 * l + 1)) (𝓝[>] 0) (𝓝 0) := by
  have h := attractive_threshold l one_pos
  rw [one_pow, mul_one] at h
  refine ⟨h.congr fun k => ?_, wigner_threshold l⟩
  have e : 2 * π * (1 / k) = 2 * π / k := by ring
  unfold coulomb wigner enhancement sommerfeld
  rw [e, ← mul_assoc]
  congr 1
  refine Finset.prod_congr rfl fun s _ => ?_
  rw [div_pow, one_pow, div_div, mul_comm]

/-- For an attractive charge `Z > 0` the Coulomb enhancement of every partial wave grows
without bound as `k` tends to `0` from above. -/
theorem enhancement_diverges (l : ℕ) {Z : ℝ} (hZ : 0 < Z) :
    Tendsto (fun k : ℝ => enhancement l (Z / k)) (𝓝[>] 0) atTop := by
  have hpos : ∀ᶠ k : ℝ in 𝓝[>] 0, wigner l k ∈ Set.Ioi (0 : ℝ) := by
    filter_upwards [self_mem_nhdsWithin] with k hk
    exact pow_pos (Set.mem_Ioi.mp hk) _
  have hw : Tendsto (wigner l) (𝓝[>] 0) (𝓝[>] 0) :=
    tendsto_nhdsWithin_iff.mpr ⟨wigner_threshold l, hpos⟩
  -- a finite positive limit divided by a vanishing positive factor
  have h := Filter.Tendsto.pos_mul_atTop (by positivity) (attractive_threshold l hZ)
    (tendsto_inv_nhdsGT_zero.comp hw)
  refine h.congr' ?_
  filter_upwards [hpos] with k hk
  have hne : wigner l k ≠ 0 := (Set.mem_Ioi.mp hk).ne'
  simp only [Function.comp_apply, coulomb]
  field_simp

/-- The Coulomb enhancement of every partial wave tends to `1` as the coupling `η` tends
to `0` through nonzero values. -/
theorem enhancement_weak_coupling (l : ℕ) :
    Tendsto (enhancement l) (𝓝[≠] 0) (𝓝 1) := by
  have hpi : 2 * π ≠ 0 := by positivity
  have hd : HasDerivAt (fun η : ℝ => 1 - Real.exp (-(2 * π * η))) (2 * π) 0 :=
    ((((hasDerivAt_id' (0 : ℝ)).const_mul (2 * π)).fun_neg.exp).const_sub 1).congr_deriv
      (by simp)
  -- the Sommerfeld factor is 2π over a difference quotient
  have h2 := (tendsto_const_nhds (x := 2 * π)).div hd.tendsto_slope_zero hpi
  rw [div_self hpi] at h2
  have hs : Tendsto sommerfeld (𝓝[≠] 0) (𝓝 1) := by
    refine h2.congr fun η => ?_
    simp only [Pi.div_apply, sommerfeld, smul_eq_mul, zero_add, mul_zero, neg_zero,
      Real.exp_zero, sub_self, sub_zero]
    rw [div_mul_eq_div_div, div_inv_eq_mul]
  have hc : Continuous
      (fun η : ℝ => ∏ s ∈ Finset.range l, (1 + η ^ 2 / ((s : ℝ) + 1) ^ 2)) :=
    continuous_finsetProd _ fun s _ => by fun_prop
  have hp := (hc.tendsto 0).mono_left (nhdsWithin_le_nhds (s := {0}ᶜ))
  have h := hs.mul hp
  have e : (1 : ℝ) * ∏ s ∈ Finset.range l, (1 + (0 : ℝ) ^ 2 / ((s : ℝ) + 1) ^ 2) = 1 := by
    simp
  rw [e] at h
  exact h

/-- For a repulsive charge `Z < 0` the Coulomb threshold factor vanishes faster than every
power `k^N` as `k` tends to `0` from above. -/
theorem repulsive_threshold (l N : ℕ) {Z : ℝ} (hZ : Z < 0) :
    Tendsto (fun k : ℝ => coulomb l Z k / k ^ N) (𝓝[>] 0) (𝓝 0) := by
  obtain ⟨a, ha⟩ : ∃ a : ℝ, a = -(2 * π * Z) := ⟨_, rfl⟩
  have hapos : 0 < a := by
    rw [ha]
    nlinarith [mul_pos Real.pi_pos (neg_pos.mpr hZ)]
  have haZ : 2 * π * Z = -a := by rw [ha, neg_neg]
  have hx := tendsto_div_threshold hapos
  have h1 := (Real.tendsto_pow_mul_exp_neg_atTop_nhds_zero N).comp hx
  have h2 := (Real.tendsto_exp_neg_atTop_nhds_zero.comp hx).const_sub 1
  have h3 := ((h1.div h2 (by norm_num)).const_mul (a / a ^ N)).mul (tendsto_prod l Z)
  rw [zero_div, mul_zero, zero_mul] at h3
  refine h3.congr' ?_
  filter_upwards [self_mem_nhdsWithin] with k hk
  have hk0 : 0 < k := hk
  have hE1 : Real.exp (-(a / k)) < 1 :=
    Real.exp_lt_one_iff.mpr (neg_lt_zero.mpr (div_pos hapos hk0))
  have hE0 : Real.exp (-(a / k)) ≠ 0 := Real.exp_ne_zero _
  have hE : Real.exp (-(-a / k)) = (Real.exp (-(a / k)))⁻¹ := by
    rw [← Real.exp_neg, neg_div]
  have hp : (a / k) ^ N / a ^ N = (k ^ N)⁻¹ := by
    rw [div_pow]
    field_simp
  rw [coulomb_eq l Z hk0.ne', haZ, hE]
  simp only [Pi.div_apply, Function.comp_apply]
  generalize Real.exp (-(a / k)) = E at hE0 hE1 ⊢
  generalize (∏ s ∈ Finset.range l, (k ^ 2 + Z ^ 2 / ((s : ℝ) + 1) ^ 2)) = P
  -- rewrite the growing exponential through the decaying one
  have key : (1 - E⁻¹)⁻¹ = -(E / (1 - E)) := by
    apply inv_eq_of_mul_eq_one_right
    have hD : 1 - E ≠ 0 := (sub_pos.mpr hE1).ne'
    calc (1 - E⁻¹) * -(E / (1 - E)) = (E⁻¹ * E - E) / (1 - E) := by ring
      _ = 1 := by rw [inv_mul_cancel₀ hE0, div_self hD]
  rw [div_eq_mul_inv (-a) (1 - E⁻¹), key]
  linear_combination (a * E / (1 - E) * P) * hp

end

end CoulombThreshold
```

```lean
#print axioms CoulombThreshold.attractive_threshold
-- 'CoulombThreshold.attractive_threshold' depends on axioms: [propext, Classical.choice, Quot.sound]
#print axioms CoulombThreshold.unit_charge_contrast
-- 'CoulombThreshold.unit_charge_contrast' depends on axioms: [propext, Classical.choice, Quot.sound]
#print axioms CoulombThreshold.enhancement_weak_coupling
-- 'CoulombThreshold.enhancement_weak_coupling' depends on axioms: [propext, Classical.choice, Quot.sound]
#print axioms CoulombThreshold.repulsive_threshold
-- 'CoulombThreshold.repulsive_threshold' depends on axioms: [propext, Classical.choice, Quot.sound]
```

In the file, `wigner l k` is $k^{2l+1}$, `enhancement l η` is $C_l(\eta)$ and `coulomb l Z k` is $F_l(k)$. The charge and wave number are real, and `l` is any natural number. The filter `𝓝[>] 0` expresses the approach to threshold from above.

The theorem `unit_charge_contrast` writes both factors out and states their two limits together; `attractive_threshold` covers every real `Z > 0`. In `enhancement_weak_coupling` the filter `𝓝[≠] 0` excludes $\eta=0$, where the defining formula reads $0/0$.

The enhancement formula is a definition here, not derived from the Schrödinger equation. The theorems therefore concern threshold factors, not complete cross sections. They bear on the contrast between photoionization, which leaves an ion behind, and photodetachment from a negative ion, which leaves a neutral atom, in a model with one outgoing electron, a pure Coulomb or short-range final state, and a remaining transition strength that is regular and nonzero at threshold.

The proof begins with `coulomb_eq`, the exact cancellation. Induction on `l` absorbs one $k^2$ per factor, and `linear_combination` assembles the identity. `tendsto_prod` obtains the product's limit from continuity, with a second induction identifying its value at $k=0$.

`attractive_threshold` composes the decay of $e^{-x}$ with `tendsto_div_threshold`, which says that $a/k\to\infty$ for $a>0$. It then combines the limits by `div` and `mul`, and transfers the result to `coulomb` using the identity for $k>0$. Setting $Z=1$ and rewriting the formula gives `unit_charge_contrast`, with `wigner_threshold` supplying the second half by continuity.

For the other limits, `enhancement_diverges` multiplies the finite positive limit by the diverging inverse Wigner factor. `enhancement_weak_coupling` uses `tendsto_slope_zero` for the difference quotient. In `repulsive_threshold`, the step `key` rewrites the growing exponential through $E$, and Mathlib's limit $x^Ne^{-x}\to0$ controls the inverse power of $k$.
